# Densities of N spinless fermions on a finite lattice: values between zero and one that sum to N

Put one spinless fermion on two sites, with amplitudes $\psi_1,\psi_2$ and $|\psi_1|^2+|\psi_2|^2=1$. The density is $(|\psi_1|^2,|\psi_2|^2)$: two numbers between 0 and 1 with sum 1.

Now start from a target density $(p,1-p)$ with $0<p<1$ and look for a state. Move charge to the first site until it is full, which gives $(1,0)$. Move it the other way and the result is $(0,1)$. Each of these belongs to a fermion sitting on one site, and the target is their mixture with weights $p$ and $1-p$. The amplitudes $\sqrt p$ and $\sqrt{1-p}$ realise it in a single pure state. The same procedure works for any number of particles and sites.

## Which densities a pure state can have

Let $S$ run over the sets of exactly $N$ occupied sites, and let $\psi_S$ be complex amplitudes with $\sum_S|\psi_S|^2=1$. The density at site $i$ is
$$\rho_i=\sum_{S\ni i}|\psi_S|^2 .$$

**Claim.** A real function $\rho$ on the sites is the density of such a state if and only if $0\le\rho_i\le1$ for every $i$ and $\sum_i\rho_i=N$.

In density functional theory for spinless fermions on a finite lattice, this identifies the densities for which a constrained search over pure states has at least one state to search.

### From state to density

The density is a sum of non-negative terms, so $\rho_i\ge0$. Splitting the normalisation sum by whether $S$ occupies $i$ gives
$$\rho_i+\sum_{S\not\ni i}|\psi_S|^2=1,$$
hence $\rho_i\le1$. Equality holds exactly when every configuration that leaves $i$ empty has zero amplitude. For the total, exchange the sums:
$$\sum_i\rho_i=\sum_S|\psi_S|^2\sum_{i\in S}1=N\sum_S|\psi_S|^2=N .$$

Normalisation matters here. One particle on one site with amplitude 2 has density 4, which breaks both the upper bound and the sum rule. For the upper bound, $\sum_S|\psi_S|^2\le1$ is already sufficient; the sum rule, for $N\ge1$, holds exactly when the sum equals 1.

### From density to state

**Mixing.** Let $\psi$ and $\varphi$ be normalised, with $a,b\ge0$ and $a+b=1$. Set $\chi_S=\sqrt{a|\psi_S|^2+b|\varphi_S|^2}$. Then $\sum_S|\chi_S|^2=a+b=1$, and summing over $S\ni i$ shows that the density of $\chi$ is $a$ times that of $\psi$ plus $b$ times that of $\varphi$. The state $\chi$ is in general not a superposition of $\psi$ and $\varphi$. The density of a superposition can contain cross terms, which come from configurations with nonzero amplitude in both states.

**No fractional site.** If every $\rho_i$ is 0 or 1, exactly $N$ sites are full, because the total is $N$. The single configuration that occupies them has density $\rho$.

**A fractional site has a partner.** Suppose $0<\rho_i<1$ and all other values are 0 or 1, with $c$ of them equal to 1. Then $N=c+\rho_i$ lies strictly between $c$ and $c+1$, which is impossible for an integer. So there is a second fractional site $j$.

**Moving charge.** Let $t=\min(1-\rho_i,\rho_j)>0$ and move $t$ from $j$ to $i$. The new values $\rho_i+t$ and $\rho_j-t$ stay in $[0,1]$ and the total is unchanged. Either $i$ has become full or $j$ empty, and no other site has changed, so there are fewer fractional sites. In the opposite direction, move $s=\min(1-\rho_j,\rho_i)>0$ from $i$ to $j$, with the same effect. Call the results $\rho^+$ and $\rho^-$. At site $i$,
$$\frac{s}{s+t}(\rho_i+t)+\frac{t}{s+t}(\rho_i-s)=\rho_i ,$$
and the shifts cancel in the same way at $j$. Thus $\rho$ is a mixture of $\rho^+$ and $\rho^-$. By induction on the number of fractional sites both are densities of normalised states, and by mixing so is $\rho$.

The upper bound is a real restriction on the target. For two particles on two sites, $(2,0)$ is non-negative and has the right total, but the only configuration has density $(1,1)$.

## Configurations, amplitudes and densities in Lean

The finite type `ι` is the set of sites and the natural number `N` is the particle number.

```lean
import Mathlib

open Finset

namespace LatticeDensity

noncomputable section

variable {ι : Type*} [Fintype ι] [DecidableEq ι] {N : ℕ}
```

A configuration is a subset of sites together with a proof that it has `N` elements. Pauli exclusion enters here, since a set contains a site at most once.

```lean
/-- A configuration of `N` spinless fermions: a set of exactly `N` occupied sites. -/
abbrev Config (ι : Type*) (N : ℕ) := {S : Finset ι // S.card = N}
```

A state is any function `ψ : Config ι N → ℂ`; unit norm is a separate hypothesis.

```lean
/-- The state `ψ` has unit norm. -/
def Normalized (ψ : Config ι N → ℂ) : Prop := ∑ S, ‖ψ S‖ ^ 2 = 1
```

The density is the sum over all configurations, with a zero for those that miss site `i`.

```lean
/-- The density at site `i`: the total weight of the configurations that occupy `i`. -/
def density (ψ : Config ι N → ℂ) (i : ι) : ℝ :=
  ∑ S : Config ι N, if i ∈ S.1 then ‖ψ S‖ ^ 2 else 0
```

In second quantisation the density is $\langle\psi|c_i^\dagger c_i|\psi\rangle$. The number operator is diagonal in the occupation basis, with eigenvalue 1 if $i\in S$ and 0 otherwise, which gives the sum above whatever sign convention orders the fermions. The code takes the sum as its definition, so this identification is the step that links it to operators on Fock space.

The name `slater` is narrower than in textbooks: it means a determinant of site orbitals, not of arbitrary ones.

```lean
/-- The state in which the single configuration `S` is occupied with amplitude one. -/
def slater (S : Config ι N) : Config ι N → ℂ := fun T => if T = S then 1 else 0
```

A site is `fractional` when its value is neither 0 nor 1. The definition alone would admit a value such as 2; the bounds on `ρ` exclude this where it is used.

```lean
/-- The sites whose occupation is neither zero nor one. -/
def fractional (ρ : ι → ℝ) : Finset ι := univ.filter fun i => ρ i ≠ 0 ∧ ρ i ≠ 1
```

In `transfer ρ i j t`, the amount `t` goes from `j` to `i`, so the receiving site is named first.

```lean
/-- The density obtained from `ρ` by moving an amount `t` from site `j` to site `i`. -/
def transfer (ρ : ι → ℝ) (i j : ι) (t : ℝ) (k : ι) : ℝ :=
  ρ k + t * ((if k = i then 1 else 0) - (if k = j then 1 else 0))
```

## Bounds, particle number and full sites

The first lemma is the split of the normalisation sum. Lean adds the two sums term by term, and `split_ifs` checks both cases.

```lean
/-- In a normalised state, the density at a site and the weight of the configurations
that leave the site empty add up to one. -/
theorem density_add_empty {ψ : Config ι N → ℂ} (h : Normalized ψ) (i : ι) :
    density ψ i + ∑ S : Config ι N, (if i ∈ S.1 then 0 else ‖ψ S‖ ^ 2) = 1 := by
  unfold Normalized at h
  rw [density, ← sum_add_distrib]
  refine Eq.trans (sum_congr rfl fun S _ => ?_) h
  split_ifs <;> simp
```

The lower bound is the non-negativity of each term. The upper bound follows because the weight of the configurations that leave the site empty is non-negative.

```lean
/-- In a normalised state, every site has a density between zero and one. -/
theorem density_bounds {ψ : Config ι N → ℂ} (h : Normalized ψ) (i : ι) :
    0 ≤ density ψ i ∧ density ψ i ≤ 1 := by
  constructor
  · exact sum_nonneg fun S _ => by split_ifs <;> positivity
  · have h0 : 0 ≤ ∑ S : Config ι N, (if i ∈ S.1 then 0 else ‖ψ S‖ ^ 2) :=
      sum_nonneg fun S _ => by split_ifs <;> positivity
    linarith [density_add_empty h i]
```

For the particle number, `hS` records that a fixed configuration contributes its weight `N` times, and `sum_comm` exchanges the sums.

```lean
/-- In a normalised state, the densities of all sites add up to the particle number. -/
theorem sum_density {ψ : Config ι N → ℂ} (h : Normalized ψ) :
    ∑ i, density ψ i = N := by
  unfold Normalized at h
  have hS : ∀ S : Config ι N,
      ∑ i, (if i ∈ S.1 then ‖ψ S‖ ^ 2 else 0) = N * ‖ψ S‖ ^ 2 := by
    intro S
    rw [sum_ite_mem, univ_inter, sum_const, S.2, nsmul_eq_mul]
  unfold density
  rw [sum_comm, sum_congr rfl fun S _ => hS S, ← mul_sum, h, mul_one]
```

If the density at `i` is one, the weight that leaves the site empty vanishes. A vanishing sum of non-negative terms has only zero terms, so no configuration with nonzero amplitude misses the site. The reverse direction shows that each term of that sum is zero.

```lean
/-- In a normalised state, a site has density one exactly when every configuration with
nonzero amplitude occupies it. -/
theorem density_eq_one_iff {ψ : Config ι N → ℂ} (h : Normalized ψ) (i : ι) :
    density ψ i = 1 ↔ ∀ S : Config ι N, ψ S ≠ 0 → i ∈ S.1 := by
  have e := density_add_empty h i
  constructor
  · intro h1 S hS
    by_contra hi
    have hz : ∑ S : Config ι N, (if i ∈ S.1 then 0 else ‖ψ S‖ ^ 2) = 0 := by linarith
    rw [sum_eq_zero_iff_of_nonneg (fun S _ => by split_ifs <;> positivity)] at hz
    have hzS := hz S (mem_univ S)
    rw [if_neg hi] at hzS
    exact hS (norm_eq_zero.1 (pow_eq_zero_iff two_ne_zero |>.1 hzS))
  · intro hall
    have hz : ∑ S : Config ι N, (if i ∈ S.1 then 0 else ‖ψ S‖ ^ 2) = 0 := by
      refine sum_eq_zero fun S _ => ?_
      by_cases hi : i ∈ S.1
      · rw [if_pos hi]
      · have h0 : ψ S = 0 := by
          by_contra hne
          exact hi (hall S hne)
        simp [h0]
    linarith
```

## Single configurations and mixtures

For `slater S` every term of each sum vanishes except possibly the one for `S` itself, and `sum_eq_single` reduces the sum to that term.

```lean
/-- A single configuration is a normalised state, with density one on its occupied sites
and zero elsewhere. -/
theorem slater_density (S : Config ι N) :
    Normalized (slater S) ∧ ∀ i, density (slater S) i = if i ∈ S.1 then 1 else 0 := by
  constructor
  · unfold Normalized
    rw [sum_eq_single S (fun T _ hT => by simp [slater, hT]) (by simp)]
    simp [slater]
  · intro i
    unfold density
    rw [sum_eq_single S (fun T _ hT => by simp [slater, hT]) (by simp)]
    simp [slater]
```

In the mixing lemma, `hχ` states that the squared modulus of the new amplitude is the mixed weight. Norm and density then follow by linearity of the sums.

```lean
/-- Every convex mixture of the densities of two normalised states is the density of a
single normalised state. -/
theorem density_mix {ψ φ : Config ι N → ℂ} (hψ : Normalized ψ) (hφ : Normalized φ)
    {a b : ℝ} (ha : 0 ≤ a) (hb : 0 ≤ b) (hab : a + b = 1) :
    ∃ χ : Config ι N → ℂ, Normalized χ ∧
      ∀ i, density χ i = a * density ψ i + b * density φ i := by
  unfold Normalized at hψ hφ
  -- the amplitudes are square roots of the mixed weights
  have hχ : ∀ S, ‖((√(a * ‖ψ S‖ ^ 2 + b * ‖φ S‖ ^ 2) : ℝ) : ℂ)‖ ^ 2
      = a * ‖ψ S‖ ^ 2 + b * ‖φ S‖ ^ 2 := by
    intro S
    rw [Complex.norm_real, Real.norm_eq_abs, sq_abs, Real.sq_sqrt (by positivity)]
  refine ⟨fun S => ((√(a * ‖ψ S‖ ^ 2 + b * ‖φ S‖ ^ 2) : ℝ) : ℂ), ?_, fun i => ?_⟩
  · simp only [Normalized, hχ]
    rw [sum_add_distrib, ← mul_sum, ← mul_sum, hψ, hφ]
    linarith
  · simp only [density, hχ]
    rw [mul_sum, mul_sum, ← sum_add_distrib]
    refine sum_congr rfl fun S _ => ?_
    split_ifs <;> ring
```

## Moving charge between two fractional sites

The counting lemma is stated for a region `s`, because it is needed both for all sites and for all sites except one.

```lean
omit [Fintype ι] [DecidableEq ι] in
/-- If every site of a region is empty or full, the total density of the region is the
number of its full sites. -/
theorem sum_eq_card {ρ : ι → ℝ} (s : Finset ι) (h : ∀ k ∈ s, ρ k = 0 ∨ ρ k = 1) :
    ∑ k ∈ s, ρ k = ((s.filter fun k => ρ k = 1).card : ℝ) := by
  rw [card_filter]
  push_cast
  refine sum_congr rfl fun k hk => ?_
  rcases h k hk with h | h <;> simp [h]
```

The next lemma makes one transfer. The amount `t` is the minimum chosen above, and `hor` remembers which of the two limits was reached. The facts `vi`, `vj` and `vk` give the new values at `i`, at `j` and elsewhere. The last part shows that the new set of fractional sites is contained in the old one and lacks `i` or `j`, so it is strictly smaller.

```lean
/-- Between two distinct fractional sites of a density with values in `[0, 1]`, a positive
amount can be moved that keeps the bounds and the total and leaves fewer fractional sites. -/
theorem exists_transfer {ρ : ι → ℝ} (hρ : ∀ k, 0 ≤ ρ k ∧ ρ k ≤ 1) {i j : ι} (hij : i ≠ j)
    (hi : 0 < ρ i ∧ ρ i < 1) (hj : 0 < ρ j ∧ ρ j < 1) :
    ∃ t, 0 < t ∧ (∀ k, 0 ≤ transfer ρ i j t k ∧ transfer ρ i j t k ≤ 1) ∧
      ∑ k, transfer ρ i j t k = ∑ k, ρ k ∧
      (fractional (transfer ρ i j t)).card < (fractional ρ).card := by
  -- move charge until `i` is full or `j` is empty
  obtain ⟨t, ht, m1, m2, hor⟩ : ∃ t, 0 < t ∧ t ≤ 1 - ρ i ∧ t ≤ ρ j ∧
      (t = 1 - ρ i ∨ t = ρ j) :=
    ⟨min (1 - ρ i) (ρ j), lt_min (by linarith [hi.2]) hj.1, min_le_left _ _,
      min_le_right _ _, min_choice _ _⟩
  have vi : transfer ρ i j t i = ρ i + t := by simp [transfer, hij]
  have vj : transfer ρ i j t j = ρ j - t := by
    simp [transfer, hij.symm, sub_eq_add_neg]
  have vk : ∀ k, k ≠ i → k ≠ j → transfer ρ i j t k = ρ k := by
    intro k h h'
    simp [transfer, h, h']
  have fi : i ∈ fractional ρ := by simp [fractional, hi.1.ne', hi.2.ne]
  have fj : j ∈ fractional ρ := by simp [fractional, hj.1.ne', hj.2.ne]
  refine ⟨t, ht, fun k => ?_, ?_, ?_⟩
  · by_cases h : k = i
    · rw [h, vi]
      constructor <;> linarith [hi.1]
    · by_cases h' : k = j
      · rw [h', vj]
        constructor <;> linarith [hj.2]
      · rw [vk k h h']
        exact hρ k
  · unfold transfer
    rw [sum_add_distrib, ← mul_sum, sum_sub_distrib]
    simp
  · have hsub : fractional (transfer ρ i j t) ⊆ fractional ρ := by
      intro k hk
      by_cases h : k = i
      · rw [h]; exact fi
      · by_cases h' : k = j
        · rw [h']; exact fj
        · simpa [fractional, vk k h h'] using hk
    apply card_lt_card
    rw [ssubset_iff_of_subset hsub]
    rcases hor with h | h
    · have e : transfer ρ i j t i = 1 := by linarith
      exact ⟨i, fi, by simp [fractional, e]⟩
    · have e : transfer ρ i j t j = 0 := by linarith
      exact ⟨j, fj, by simp [fractional, e]⟩
```

## The characterisation of pure-state densities

The theorem `representable_iff` says, for every real function `ρ` on the sites, that some normalised `ψ` has density `ρ` exactly when the values lie in $[0,1]$ and add up to `N`. It includes $N=0$, where the only density is zero. If `N` exceeds the number of sites, both sides are false: there are no configurations, and values of at most 1 cannot reach the total.

The theorem concerns the existence of a state and involves no Hamiltonian. Whether $\rho$ is the ground-state density for some potential is a different question.

The forward direction combines `density_bounds` and `sum_density`. For the converse, `key` is an induction on a number `n` that exceeds the count of fractional sites. If a fractional site exists, `sum_eq_card` on the remaining sites supplies the contradiction that forces a partner `j`. Calling `exists_transfer` twice, with the sites swapped the second time, gives the two shifted densities, and the induction hypothesis gives their states `ψ` and `φ`. Then `density_mix` joins them with weights `s / (s + t)` and `t / (s + t)`, and `linear_combination` verifies that the shifts cancel. If no site is fractional, the set of full sites is the required configuration.

```lean
/-- A function on the sites is the density of a normalised state of `N` spinless fermions
exactly when its values lie between zero and one and add up to `N`. -/
theorem representable_iff (ρ : ι → ℝ) :
    (∃ ψ : Config ι N → ℂ, Normalized ψ ∧ density ψ = ρ) ↔
      (∀ i, 0 ≤ ρ i ∧ ρ i ≤ 1) ∧ ∑ i, ρ i = N := by
  constructor
  · rintro ⟨ψ, h, rfl⟩
    exact ⟨density_bounds h, sum_density h⟩
  rintro ⟨hb, hs⟩
  -- induction on a bound for the number of fractional sites
  have key : ∀ n : ℕ, ∀ ρ : ι → ℝ, (fractional ρ).card < n →
      (∀ i, 0 ≤ ρ i ∧ ρ i ≤ 1) → ∑ i, ρ i = N →
      ∃ ψ : Config ι N → ℂ, Normalized ψ ∧ density ψ = ρ := by
    intro n
    induction n with
    | zero => intro ρ h; omega
    | succ n ih =>
      intro ρ hn hb hs
      have dich : ∀ k, ¬ (0 < ρ k ∧ ρ k < 1) → ρ k = 0 ∨ ρ k = 1 := by
        intro k hk
        rcases (hb k).1.eq_or_lt with h | h
        · exact Or.inl h.symm
        · exact Or.inr (le_antisymm (hb k).2 (not_lt.1 fun h' => hk ⟨h, h'⟩))
      by_cases hf : ∃ i, 0 < ρ i ∧ ρ i < 1
      · obtain ⟨i, hi⟩ := hf
        -- an integer total forces a second fractional site
        obtain ⟨j, hij, hj⟩ : ∃ j, i ≠ j ∧ (0 < ρ j ∧ ρ j < 1) := by
          by_contra hno
          have hc := sum_eq_card (ρ := ρ) (univ.erase i) fun k hk =>
            dich k fun h => hno ⟨k, (ne_of_mem_erase hk).symm, h⟩
          have hsplit := add_sum_erase univ ρ (mem_univ i)
          rw [hc, hs] at hsplit
          generalize ((univ.erase i).filter fun k => ρ k = 1).card = c at hsplit
          have h1 : (c : ℝ) < N := by linarith [hi.1]
          have h2 : (N : ℝ) < c + 1 := by linarith [hi.2]
          have h1' : c < N := by exact_mod_cast h1
          have h2' : N < c + 1 := by exact_mod_cast h2
          omega
        obtain ⟨t, ht, bt, st, ct⟩ := exists_transfer hb hij hi hj
        obtain ⟨s, hs0, bs, ss, cs⟩ := exists_transfer hb hij.symm hj hi
        obtain ⟨ψ, nψ, dψ⟩ := ih _ (by omega) bt (st.trans hs)
        obtain ⟨φ, nφ, dφ⟩ := ih _ (by omega) bs (ss.trans hs)
        have hab : s / (s + t) + t / (s + t) = 1 := by
          rw [← add_div, div_self (by positivity)]
        -- `ρ` is a mixture of the two shifted densities
        obtain ⟨χ, nχ, dχ⟩ := density_mix nψ nφ (by positivity) (by positivity) hab
        refine ⟨χ, nχ, funext fun k => ?_⟩
        rw [dχ, dψ, dφ]
        unfold transfer
        linear_combination ρ k * hab
      · have hd : ∀ k, ρ k = 0 ∨ ρ k = 1 := fun k => dich k fun h => hf ⟨k, h⟩
        have hc := sum_eq_card (ρ := ρ) univ fun k _ => hd k
        rw [hs] at hc
        have hN : (univ.filter fun k => ρ k = 1).card = N := by exact_mod_cast hc.symm
        obtain ⟨h1, h2⟩ := slater_density (⟨univ.filter fun k => ρ k = 1, hN⟩ : Config ι N)
        refine ⟨_, h1, funext fun k => ?_⟩
        rw [h2]
        rcases hd k with h | h <;> simp [h]
  exact key _ ρ (Nat.lt_succ_self _) hb hs

end

end LatticeDensity
```

```lean
#print axioms LatticeDensity.density_eq_one_iff
#print axioms LatticeDensity.representable_iff
```

```
'LatticeDensity.density_eq_one_iff' depends on axioms: [propext, Classical.choice, Quot.sound]
'LatticeDensity.representable_iff' depends on axioms: [propext, Classical.choice, Quot.sound]
```
